# The unique least-variance weights for a surface energy from consecutive slabs with independent, equal-variance errors

When slabs are thick enough that their two faces do not interact, the total energy grows by one bulk energy per added layer, and the part left on extrapolation to zero thickness is the energy of the two faces. If each energy carries noise, as from separate Monte Carlo runs, the extrapolated value is noisy too. Among the linear combinations of the energies whose mean is the energy of the two faces, whatever the bulk and surface energies are, which has the least variance?

```lean
import Mathlib

open MeasureTheory ProbabilityTheory

namespace SlabSurfaceEnergy

noncomputable section

variable {m : ℕ} {Ω : Type*} [MeasurableSpace Ω] {μ : Measure Ω}
```

Number the slabs $i=0,\dots,m-1$. Slab $i$ has $n_i=N+i+1$ layers, and the mean thickness is $c=N+(m+1)/2$.

```lean
/-- The number of layers of slab `i` in the series `N + 1, ..., N + m`. -/
def thickness (N : ℕ) (i : Fin m) : ℝ := N + (i : ℕ) + 1

/-- The mean thickness `c = N + (m + 1) / 2` of the series. -/
def meanThickness (N m : ℕ) : ℝ := N + ((m : ℝ) + 1) / 2
```

With bulk energy $e$ per layer, surface energy $g$ per face and error $\varepsilon_i$, the slab energy is $E_i=n_ie+2g+\varepsilon_i$. Linearity in $n_i$ is assumed, so the two faces do not interact. Real weights $w_i$ give the estimate $T_w=\sum_i w_iE_i$ of $2g$.

```lean
/-- The computed energy of a slab: bulk energy `e` per layer, surface energy `g` for each
of the two faces, and an error. -/
def slabEnergy (N : ℕ) (e g : ℝ) (err : Fin m → Ω → ℝ) (i : Fin m) (ω : Ω) : ℝ :=
  thickness N i * e + 2 * g + err i ω

/-- The weighted sum of slab energies that serves as an estimate of `2 g`. -/
def estimate (N : ℕ) (e g : ℝ) (err : Fin m → Ω → ℝ) (w : Fin m → ℝ) (ω : Ω) : ℝ :=
  ∑ i, w i * slabEnergy N e g err i ω
```

`Extracts N w` states the sum rules $\sum_i w_i=1$ and $\sum_i n_iw_i=0$.

```lean
/-- The weights sum to one and their first moment in the thickness vanishes. -/
def Extracts (N : ℕ) (w : Fin m → ℝ) : Prop :=
  ∑ i, w i = 1 ∧ ∑ i, thickness N i * w i = 0
```

The errors are random variables on `Ω`, square-integrable and pairwise independent, with common variance $s^2$. This describes statistical noise of equal size in separate runs. Adding to such noise one random error common to all slabs, independent of the noise and of nonzero variance, would correlate the slabs and violate the model. A constant offset common to all slabs would not violate it, but it would bias the estimate.

```lean
/-- The errors are square-integrable and pairwise independent, each with variance `s ^ 2`. -/
structure IndependentErrors (μ : Measure Ω) (err : Fin m → Ω → ℝ) (s : ℝ) : Prop where
  memLp : ∀ i, MemLp (err i) 2 μ
  indep : ∀ i j, i ≠ j → IndepFun (err i) (err j) μ
  variance_eq : ∀ i, variance (err i) μ = s ^ 2
```

Parts (e) to (g) use a particular weight vector $b$, `bestWeight`, and a number $L$, `leastFactor`.

```lean
/-- The weights `1/m - 12 c (n - c) / (m (m² - 1))`, for a series of `m ≥ 2` slabs. -/
def bestWeight (N m : ℕ) (i : Fin m) : ℝ :=
  1 / m - 12 * meanThickness N m * (thickness N i - meanThickness N m) /
    (m * ((m : ℝ) ^ 2 - 1))

/-- The factor `1/m + 12 c² / (m (m² - 1))`, for a series of `m ≥ 2` slabs. -/
def leastFactor (N m : ℕ) : ℝ :=
  1 / m + 12 * meanThickness N m ^ 2 / (m * ((m : ℝ) ^ 2 - 1))
```

## (a) Sum rules and zero bias

**Task.** For integrable errors of mean zero, show that
$$\langle T_w\rangle=2g\ \text{ for all } e,g\iff \sum_i w_i=1,\ \sum_i n_iw_i=0.$$

**Solution.** Averaging gives $\langle T_w\rangle=e\sum_i n_iw_i+2g\sum_i w_i$. The choices $(e,g)=(1,0)$ and $(0,1)$ force the two rules, and the rules give $2g$. The Lean proof establishes this average as `mean` and makes the same two choices.

```lean
/-- For integrable errors of mean zero, the estimate has mean `2 g` whatever the bulk and
surface energies are, exactly when the weights satisfy the two sum rules. -/
theorem unbiased_iff [IsProbabilityMeasure μ] (N : ℕ) {err : Fin m → Ω → ℝ}
    (hint : ∀ i, Integrable (err i) μ) (h0 : ∀ i, ∫ ω, err i ω ∂μ = 0) (w : Fin m → ℝ) :
    (∀ e g : ℝ, ∫ ω, estimate N e g err w ω ∂μ = 2 * g) ↔ Extracts N w := by
  have mean : ∀ e g : ℝ, ∫ ω, estimate N e g err w ω ∂μ
      = e * ∑ i, thickness N i * w i + 2 * g * ∑ i, w i := by
    intro e g
    have one : ∀ i, ∫ ω, w i * slabEnergy N e g err i ω ∂μ
        = w i * (thickness N i * e + 2 * g) := by
      intro i
      unfold slabEnergy
      rw [integral_const_mul, integral_add (integrable_const _) (hint i), h0]
      simp
    have hi : ∀ i, Integrable (fun ω => w i * slabEnergy N e g err i ω) μ := fun i =>
      ((integrable_const (thickness N i * e + 2 * g)).add (hint i)).const_mul (w i)
    unfold estimate
    rw [integral_finsetSum _ (fun i _ => hi i),
      Finset.sum_congr rfl (fun i _ => one i), Finset.mul_sum, Finset.mul_sum,
      ← Finset.sum_add_distrib]
    exact Finset.sum_congr rfl (fun i _ => by ring)
  constructor
  · intro H
    have h1 := H 1 0
    have h2 := H 0 1
    rw [mean] at h1 h2
    exact ⟨by linarith, by linarith⟩
  · rintro ⟨h1, h2⟩ e g
    rw [mean, h1, h2]
    ring
```

## (b) Variance of the estimate

**Task.** For the independent errors above, show that
$$\operatorname{Var}T_w=s^2\sum_i w_i^2.$$

**Solution.** The exact energies only add a constant. Independence removes the covariances, leaving $\sum_i\operatorname{Var}(w_i\varepsilon_i)=\sum_i w_i^2s^2$. In Lean, `heq` splits off the constant and `IndepFun.variance_sum` adds the variances.

```lean
/-- For independent errors of variance `s ^ 2`, the variance of the estimate is `s ^ 2` times
the sum of the squared weights. -/
theorem variance_estimate [IsProbabilityMeasure μ] (N : ℕ) (e g : ℝ) {s : ℝ}
    {err : Fin m → Ω → ℝ} (h : IndependentErrors μ err s) (w : Fin m → ℝ) :
    variance (estimate N e g err w) μ = s ^ 2 * ∑ i, w i ^ 2 := by
  -- the exact energies only shift the estimate by a constant
  have heq : estimate N e g err w = fun ω =>
      (∑ i, w i * (thickness N i * e + 2 * g)) + (∑ i, w i • err i) ω := by
    funext ω
    simp only [estimate, slabEnergy, Finset.sum_apply, Pi.smul_apply, smul_eq_mul]
    rw [← Finset.sum_add_distrib]
    exact Finset.sum_congr rfl (fun i _ => by ring)
  have hmem : ∀ i, MemLp (w i • err i) 2 μ := fun i => (h.memLp i).const_smul (w i)
  have hsum : MemLp (∑ i, w i • err i) 2 μ :=
    memLp_finsetSum' Finset.univ (fun i _ => hmem i)
  rw [heq, variance_const_add hsum.aestronglyMeasurable,
    IndepFun.variance_sum (fun i _ => hmem i) (fun i _ j _ hij =>
      (h.indep i j hij).comp (measurable_const_mul (w i)) (measurable_const_mul (w j))),
    Finset.mul_sum]
  refine Finset.sum_congr rfl (fun i _ => ?_)
  rw [variance_smul, h.variance_eq]
  ring
```

## (c) First moment of the thicknesses

**Task.** Show that
$$\sum_i n_i=mc.$$

**Solution.** Use induction on $m$; both sides vanish at $m=0$. Going from $k$ to $k+1$ slabs adds $N+k+1$, and
$$kN+\tfrac{k(k+1)}2+N+k+1=(k+1)\left(N+\tfrac{k+2}2\right).$$

```lean
/-- The thicknesses of the series sum to `m c`. -/
theorem sum_thickness (N m : ℕ) :
    ∑ i : Fin m, thickness N i = m * meanThickness N m := by
  induction m with
  | zero => simp
  | succ k ih =>
    have hc : ∀ i : Fin k, thickness N i.castSucc = thickness N i := fun i => by
      simp [thickness]
    rw [Fin.sum_univ_castSucc, Finset.sum_congr rfl (fun i _ => hc i), ih]
    simp only [thickness, meanThickness, Fin.val_last]
    push_cast
    ring
```

## (d) Second moment of the thicknesses

**Task.** Show that
$$\sum_i n_i^2=mc^2+\frac{m(m^2-1)}{12}.$$

**Solution.** Use induction again. Let $c$ belong to $k$ slabs. The new thickness is $c+\frac{k+1}2$ and the new mean is $c+\frac12$. Both sides of the step equal
$$(k+1)c^2+(k+1)c+\frac{(k+1)(k^2+2k+3)}{12}.$$
In Lean, `ring` does this algebra.

```lean
/-- The squared thicknesses of the series sum to `m c² + m (m² - 1) / 12`. -/
theorem sum_thickness_sq (N m : ℕ) : ∑ i : Fin m, thickness N i * thickness N i
    = m * meanThickness N m ^ 2 + m * ((m : ℝ) ^ 2 - 1) / 12 := by
  induction m with
  | zero => simp
  | succ k ih =>
    have hc : ∀ i : Fin k, thickness N i.castSucc * thickness N i.castSucc
        = thickness N i * thickness N i := fun i => by simp [thickness]
    rw [Fin.sum_univ_castSucc, Finset.sum_congr rfl (fun i _ => hc i), ih]
    simp only [thickness, meanThickness, Fin.val_last]
    push_cast
    ring
```

## (e) Overlap with the weights $b$

**Task.** Let $m\ge2$, $D=m(m^2-1)$, $b_i=\frac1m-\frac{12c(n_i-c)}D$ and $L=\frac1m+\frac{12c^2}D$. For any real $r_i$, show that
$$\sum_i b_ir_i=L\sum_i r_i-\frac{12c}{D}\sum_i n_ir_i.$$

**Solution.** Expanding the bracket gives $b_i=L-12c\,n_i/D$. Multiply by $r_i$ and sum.

```lean
/-- The overlap of the best weights with any data depends only on the sum and the first
moment of the data. -/
theorem sum_bestWeight_mul (N : ℕ) (r : Fin m → ℝ) :
    ∑ i, bestWeight N m i * r i = leastFactor N m * ∑ i, r i
      - 12 * meanThickness N m / (m * ((m : ℝ) ^ 2 - 1)) * ∑ i, thickness N i * r i := by
  rw [Finset.mul_sum, Finset.mul_sum, ← Finset.sum_sub_distrib]
  refine Finset.sum_congr rfl (fun i _ => ?_)
  unfold bestWeight leastFactor
  ring
```

## (f) The weights $b$ are admissible

**Task.** For $m\ge2$, show that
$$\sum_i b_i=1,\qquad \sum_i n_ib_i=0.$$

**Solution.** Put $r_i=1$ in (e) and use (c):
$$Lm-\frac{12mc^2}D=1.$$
Put $r_i=n_i$ and use (c) and (d):
$$Lmc-\frac{12c}D\left(mc^2+\frac D{12}\right)=c-c=0.$$

```lean
/-- For at least two slabs, the best weights satisfy both sum rules. -/
theorem extracts_bestWeight (N : ℕ) (hm : 2 ≤ m) : Extracts N (bestWeight N m) := by
  have h2 : (2 : ℝ) ≤ m := by exact_mod_cast hm
  have hm0 : (m : ℝ) ≠ 0 := by linarith
  have hm1 : (m : ℝ) ^ 2 - 1 ≠ 0 := by
    have : 0 < (m : ℝ) ^ 2 - 1 := by nlinarith
    exact this.ne'
  constructor
  · have h := sum_bestWeight_mul N (fun _ : Fin m => (1 : ℝ))
    simp only [mul_one, sum_thickness, Finset.sum_const, Finset.card_univ,
      Fintype.card_fin, nsmul_eq_mul] at h
    rw [h, leastFactor]
    field_simp
    ring
  · have h := sum_bestWeight_mul N (fun i : Fin m => thickness N i)
    rw [sum_thickness, sum_thickness_sq] at h
    rw [Finset.sum_congr rfl (fun i _ => mul_comm (thickness N i) (bestWeight N m i)),
      h, leastFactor]
    field_simp
    ring
```

## (g) The least variance and its uniqueness

**Task.** For $m\ge2$ and $s>0$, show that every $w\ne b$ obeying the sum rules satisfies
$$\operatorname{Var}T_b=s^2\left(\frac1m+\frac{12c^2}{m(m^2-1)}\right)<\operatorname{Var}T_w.$$

**Solution.** By (e), every admissible $w$ has $\sum_i b_iw_i=L$ (`overlap`). By (f) this includes $w=b$, so $\sum_i b_i^2=L$. Hence (`expand`)
$$\sum_i(w_i-b_i)^2=\sum_i w_i^2-2L+L=\sum_i w_i^2-L.$$
The left side is positive if $w\neq b$. Multiply by $s^2$ and use (b).

```lean
/-- Among `m ≥ 2` slabs with independent errors of variance `s ^ 2 > 0`, the best weights
satisfy the sum rules and give the variance `s² (1/m + 12 c² / (m (m² - 1)))`; all other
weights that satisfy the sum rules give a strictly larger variance. -/
theorem unique_least_variance [IsProbabilityMeasure μ] (N : ℕ) (hm : 2 ≤ m) (e g : ℝ)
    {s : ℝ} (hs : 0 < s) {err : Fin m → Ω → ℝ} (h : IndependentErrors μ err s) :
    Extracts N (bestWeight N m) ∧
    variance (estimate N e g err (bestWeight N m)) μ
      = s ^ 2 * leastFactor N m ∧
    ∀ w : Fin m → ℝ, Extracts N w → w ≠ bestWeight N m →
      s ^ 2 * leastFactor N m < variance (estimate N e g err w) μ := by
  have hb := extracts_bestWeight N hm
  -- every admissible weight vector has the same overlap with the best one
  have overlap : ∀ w : Fin m → ℝ, Extracts N w →
      ∑ i, bestWeight N m i * w i = leastFactor N m := by
    intro w hw
    rw [sum_bestWeight_mul, hw.1, hw.2]
    ring
  have hbb := overlap _ hb

  refine ⟨hb, ?_, fun w hw hne => ?_⟩
  · rw [variance_estimate N e g h, ← hbb]
    simp only [pow_two]
  · rw [variance_estimate N e g h]
    have expand : ∑ i, (w i - bestWeight N m i) ^ 2 = ∑ i, w i ^ 2
        - 2 * ∑ i, bestWeight N m i * w i + ∑ i, bestWeight N m i * bestWeight N m i := by
      rw [Finset.mul_sum, ← Finset.sum_sub_distrib, ← Finset.sum_add_distrib]
      exact Finset.sum_congr rfl (fun i _ => by ring)
    rw [overlap w hw, hbb] at expand
    obtain ⟨i, hi⟩ := Function.ne_iff.mp hne
    have hpos : 0 < ∑ i, (w i - bestWeight N m i) ^ 2 :=
      Finset.sum_pos' (fun i _ => sq_nonneg _)
        ⟨i, Finset.mem_univ i, lt_of_le_of_ne (sq_nonneg _)
          (Ne.symm (pow_ne_zero 2 (sub_ne_zero.mpr hi)))⟩
    exact mul_lt_mul_of_pos_left (by linarith) (pow_pos hs 2)
```

**Smallest case.** For $m=2$ the sum rules alone fix $w=(N+2,-(N+1))$, so there is no competitor, and $L=(N+1)^2+(N+2)^2$.

**Numbers.** Slabs of 4, 5 and 6 layers have $N=3$, $m=3$, $c=5$, $D=24$. Then $b=(\frac{17}6,\frac13,-\frac{13}6)$ and $L=\frac13+\frac{25}2=\frac{77}6$. The standard deviation of the estimate of $2g$ is about $3.6\,s$, and that of $g$ about $1.8\,s$.

For electronic-structure slab series, this measures how noise enters the surface energy when the energies are exactly linear in thickness apart from independent errors of equal variance.

## (h) Gaussian noise as an instance

**Task.** For $s\ge0$, show that the coordinates $\varepsilon_i(\omega)=\omega_i$ under the product of $m$ Gaussians of mean zero and variance $s^2$ satisfy the error model:
$$\operatorname{Var}\varepsilon_i=s^2,\qquad \varepsilon_i,\varepsilon_j\ \text{independent for } i\ne j,$$
with each $\varepsilon_i$ square-integrable.

**Solution.** Each coordinate has the Gaussian as its law, which gives square-integrability and the variance. The product measure makes different coordinates independent. In Lean, `hp` transfers the Gaussian facts to the coordinates and `iIndepFun_pi` supplies independence.

```lean
/-- The coordinates of a product of centred Gaussians of variance `s ^ 2` are independent
errors of variance `s ^ 2`. -/
theorem independentErrors_witness (m : ℕ) (s : NNReal) :
    IndependentErrors (Measure.pi (fun _ : Fin m => gaussianReal 0 (s ^ 2)))
      (fun i ω => ω i) s := by
  have hp : ∀ i, MeasurePreserving (fun ω : Fin m → ℝ => ω i)
      (Measure.pi (fun _ : Fin m => gaussianReal 0 (s ^ 2))) (gaussianReal 0 (s ^ 2)) :=
    fun i => measurePreserving_eval _ i
  have hae : ∀ i, AEMeasurable (fun ω : Fin m → ℝ => ω i)
      (Measure.pi (fun _ : Fin m => gaussianReal 0 (s ^ 2))) :=
    fun i => (hp i).measurable.aemeasurable
  refine ⟨fun i => ?_, fun i j hij => ?_, fun i => ?_⟩
  · exact (memLp_id_gaussianReal' 2 (by simp)).comp_measurePreserving (hp i)
  · exact (iIndepFun_pi (X := fun (_ : Fin m) (x : ℝ) => x)
      (fun _ => measurable_id.aemeasurable)).indepFun hij
  · have h := variance_map (X := id) aemeasurable_id (hae i)
    rw [(hp i).map_eq, variance_id_gaussianReal] at h
    exact h.symm.trans (by simp)

end

end SlabSurfaceEnergy
```

```lean
#print axioms SlabSurfaceEnergy.unbiased_iff
#print axioms SlabSurfaceEnergy.unique_least_variance
```

```
'SlabSurfaceEnergy.unbiased_iff' depends on axioms: [propext, Classical.choice, Quot.sound]
'SlabSurfaceEnergy.unique_least_variance' depends on axioms: [propext, Classical.choice, Quot.sound]
```
